# Semi-Dirac scaling limit of a honeycomb Bloch element at t′ = 2t

Take a non-interacting nearest-neighbour tight-binding model of the honeycomb lattice, with one bond of real hopping t′ and two of real hopping t per cell. Hoppings enter the Hamiltonian with a plus sign, and the phase convention gives the t′ bond no Bloch phase. The off-diagonal element of the Bloch Hamiltonian, `bloch` in the file, is then f = t′ + t(exp(ik₁) + exp(ik₂)), where k₁ and k₂ are dimensionless phases. The theorem `semi_dirac_limit` sets t′ = 2t, k₁ = π + εx + ε²y and k₂ = π − εx + ε²y. It states that, for fixed real x and y, f/ε² tends to t(x² − 2iy) as ε tends to zero through nonzero real values, so the limit is quadratic in x and linear in y.

The proof writes 1 − cos(εx) as 2 sin²(εx/2), and gets the limits of the sine and phase terms from derivatives at zero. To use the phase limit with ε² as its variable, it must also show that ε², as a complex number, tends to zero without being zero.

As first written in Lean, the proof fails:

```lean
import Mathlib

open Filter Topology
open scoped Real

namespace SemiDiracLimit

noncomputable section

/-- Off-diagonal Bloch element of a honeycomb lattice with one bond of hopping `t'`
and two bonds of hopping `t` per cell. -/
def bloch (t t' k₁ k₂ : ℝ) : ℂ :=
  t' + t * (Complex.exp (k₁ * Complex.I) + Complex.exp (k₂ * Complex.I))

/-- In coordinates `x`, `y` centred at `(π, π)`, the Bloch element is
`t' - 2t cos x exp(iy)`. -/
theorem bloch_centred (t t' x y : ℝ) :
    bloch t t' (π + x + y) (π - x + y) =
      t' - 2 * t * (Real.cos x : ℂ) * Complex.exp (y * Complex.I) := by
  have h1 : Complex.exp (((π + x + y : ℝ) : ℂ) * Complex.I)
      = -(Complex.exp (x * Complex.I) * Complex.exp (y * Complex.I)) := by
    rw [show ((π + x + y : ℝ) : ℂ) * Complex.I
      = π * Complex.I + (x * Complex.I + y * Complex.I) by push_cast; ring,
      Complex.exp_add, Complex.exp_add, Complex.exp_pi_mul_I]
    ring
  have h2 : Complex.exp (((π - x + y : ℝ) : ℂ) * Complex.I)
      = -(Complex.exp (-x * Complex.I) * Complex.exp (y * Complex.I)) := by
    rw [show ((π - x + y : ℝ) : ℂ) * Complex.I
      = π * Complex.I + (-x * Complex.I + y * Complex.I) by push_cast; ring,
      Complex.exp_add, Complex.exp_add, Complex.exp_pi_mul_I]
    ring
  have h3 := Complex.two_cos (x : ℂ)
  unfold bloch
  rw [h1, h2, Complex.ofReal_cos]
  linear_combination (t * Complex.exp (y * Complex.I)) * h3

/-- At `t' = 2t`, scaling `x` by `ε` and `y` by `ε²` gives `f/ε² → t(x² - 2iy)` as `ε → 0` through
nonzero real values, for each fixed `x` and `y`. -/
theorem semi_dirac_limit (t x y : ℝ) :
    Tendsto (fun ε : ℝ =>
        bloch t (2 * t) (π + ε * x + ε ^ 2 * y) (π - ε * x + ε ^ 2 * y) / (ε : ℂ) ^ 2)
      (𝓝[≠] 0) (𝓝 (t * ((x : ℂ) ^ 2 - 2 * y * Complex.I))) := by
  -- slope of the sine at zero
  have h1 : Tendsto (fun ε : ℝ => ε⁻¹ * Real.sin (ε * (x / 2))) (𝓝[≠] 0) (𝓝 (x / 2)) := by
    have hl : HasDerivAt (fun ε : ℝ => ε * (x / 2)) (x / 2) 0 := hasDerivAt_mul_const _
    simpa using hl.sin.tendsto_slope_zero
  -- slope of the phase factor at zero
  have h2 : Tendsto (fun z : ℂ => z⁻¹ * (Complex.exp (z * (y * Complex.I)) - 1))
      (𝓝[≠] 0) (𝓝 (y * Complex.I)) := by
    have hl : HasDerivAt (fun z : ℂ => z * (y * Complex.I)) (y * Complex.I) 0 :=
      hasDerivAt_mul_const _
    simpa using hl.cexp.tendsto_slope_zero
  have hsq : Tendsto (fun ε : ℝ => (ε : ℂ) ^ 2) (𝓝[≠] 0) (𝓝[≠] 0) := by
    refine tendsto_nhdsWithin_iff.2 ⟨?_, ?_⟩
    · have h0 : Tendsto (fun ε : ℝ => (ε : ℂ) ^ 2) (𝓝 0) (𝓝 0) := by
        simpa using (Complex.continuous_ofReal.pow 2).tendsto 0
      exact h0.mono_left nhdsWithin_le_nhds
    · filter_upwards [self_mem_nhdsWithin] with ε hε
      have h0 : ε ≠ 0 := hε
      simpa using h0
  have hcos : Tendsto (fun ε : ℝ => (Real.cos (ε * x) : ℂ)) (𝓝[≠] 0) (𝓝 1) := by
    have hc : Continuous fun ε : ℝ => (Real.cos (ε * x) : ℂ) :=
      Complex.continuous_ofReal.comp (Real.continuous_cos.comp (continuous_id.mul continuous_const))
    have h0 : Tendsto (fun ε : ℝ => (Real.cos (ε * x) : ℂ)) (𝓝 0) (𝓝 1) := by
      simpa using hc.tendsto 0
    exact h0.mono_left nhdsWithin_le_nhds
  have h := ((((((Complex.continuous_ofReal.tendsto _).comp h1).pow 2).const_mul 2).sub
    (hcos.mul (h2.comp hsq))).const_mul (2 * (t : ℂ)))
  have hlim : (t : ℂ) * ((x : ℂ) ^ 2 - 2 * y * Complex.I)
      = 2 * (t : ℂ) * (2 * ((x / 2 : ℝ) : ℂ) ^ 2 - 1 * (y * Complex.I)) := by
    push_cast
    ring
  rw [hlim]
  refine h.congr fun ε => ?_
  -- split `1 - cos · exp` into `(1 - cos) - cos · (exp - 1)`
  have hr : Real.cos (ε * x) = 1 - 2 * Real.sin (ε * (x / 2)) ^ 2 := by
    have h0 := Real.cos_two_mul (ε * (x / 2))
    rw [show 2 * (ε * (x / 2)) = ε * x by ring] at h0
    linarith [Real.sin_sq_add_cos_sq (ε * (x / 2))]
  have he : ((ε ^ 2 * y : ℝ) : ℂ) * Complex.I = (ε : ℂ) ^ 2 * (y * Complex.I) := by
    push_cast
    ring
  rw [bloch_centred, he, hr]
  simp only [Function.comp_apply, Complex.ofReal_mul, Complex.ofReal_inv, Complex.ofReal_sub,
    Complex.ofReal_pow, Complex.ofReal_one, Complex.ofReal_ofNat]
  ring

end

end SemiDiracLimit
```

Messages:

```
Main.lean:56:8: error: Type mismatch: After simplification, term
  Continuous.tendsto (Continuous.pow Complex.continuous_ofReal 2) 0
 has type
  @Tendsto ℝ ℂ (Complex.ofReal ^ 2) (𝓝 0) (𝓝 0)
but is expected to have type
  @Tendsto ℝ ℂ (fun ε => ↑ε ^ 2) (𝓝 0) (𝓝 0)
```

Cause. The error is in the step showing that ε² tends to zero. The term built from `Complex.continuous_ofReal.pow 2` speaks of `Complex.ofReal ^ 2`, a power of the function itself, while the goal has `fun ε => ↑ε ^ 2`, which squares each value. The two are equal by definition, and the message shows that the limits already agree. But simplification leaves the two forms different, and the final comparison made by `simpa` does not unfold the power of a function to identify them.

The repair first states the continuity as `hc`, with the function written out as `fun ε : ℝ => (ε : ℂ) ^ 2`. Lean accepts the same proof term for it, since checking a term against a stated type can unfold the definition. `hc.tendsto 0` then speaks of the function in the goal's form, and `simpa` has only to simplify its value at zero to 0.

Lean accepts the file once it reads:

```diff
@@ -53,6 +53,7 @@
   have hsq : Tendsto (fun ε : ℝ => (ε : ℂ) ^ 2) (𝓝[≠] 0) (𝓝[≠] 0) := by
     refine tendsto_nhdsWithin_iff.2 ⟨?_, ?_⟩
-    · have h0 : Tendsto (fun ε : ℝ => (ε : ℂ) ^ 2) (𝓝 0) (𝓝 0) := by
-        simpa using (Complex.continuous_ofReal.pow 2).tendsto 0
+    · have hc : Continuous fun ε : ℝ => (ε : ℂ) ^ 2 := Complex.continuous_ofReal.pow 2
+      have h0 : Tendsto (fun ε : ℝ => (ε : ℂ) ^ 2) (𝓝 0) (𝓝 0) := by
+        simpa using hc.tendsto 0
       exact h0.mono_left nhdsWithin_le_nhds
     · filter_upwards [self_mem_nhdsWithin] with ε hε
```
